# Slater's transition state errs by at most 1/24 of a bound on the energy's third derivative

**Q:** Slater's recipe puts half an electron in an orbital and reads the energy of adding a whole one from the orbital energy. Why should one number at half occupation know about both endpoints?

**A:** Take the smallest case in which it goes wrong. Let \(f\) be the occupation of one orbital and let the total energy be

\[
E(f)=\alpha f+\beta f^2+\gamma f^3 ,
\]

with constants \(\alpha,\beta,\gamma\). The energy of adding the electron is \(E(1)-E(0)=\alpha+\beta+\gamma\). The slope at half occupation is \(E'(1/2)=\alpha+\beta+\tfrac34\gamma\). The linear and quadratic terms agree exactly, and the error is \(\gamma/4\). Since \(E'''=6\gamma\), the error is \(E'''/24\).

**Q:** That is a cubic. A real energy curve isn't one.

**A:** The same constant survives as a bound. Write \(\varepsilon=E'\) for the orbital energy, \(\eta=\varepsilon'\) for the hardness and \(\kappa=\eta'\) for the third derivative. Suppose \(|\kappa|\le M\) for occupations between \(a\) and \(b\), with \(a\le b\). Put \(c=(a+b)/2\) and \(h=(b-a)/2\), and move outwards from the midpoint by \(t\), with \(0\le t\le h\). Define

\[
\begin{aligned}
g_2(t)&=2Mt-\big[\eta(c+t)-\eta(c-t)\big],\\
g_1(t)&=Mt^2-\big[\varepsilon(c+t)+\varepsilon(c-t)-2\varepsilon(c)\big],\\
g_0(t)&=\tfrac{M}{3}t^3-\big[E(c+t)-E(c-t)-2t\,\varepsilon(c)\big].
\end{aligned}
\]

All three vanish at \(t=0\). Differentiating gives \(g_0'=g_1\), \(g_1'=g_2\) and

\[
g_2'(t)=2M-\kappa(c+t)-\kappa(c-t)\ge 0 .
\]

A function that starts at zero with a nonnegative derivative stays nonnegative, so \(g_2\ge0\), then \(g_1\ge0\), then \(g_0\ge0\). At \(t=h\) this reads

\[
E(b)-E(a)-(b-a)\,\varepsilon(c)\le \frac{M h^3}{3}=\frac{M(b-a)^3}{24}.
\]

The same argument for \(-E\), whose third derivative \(-\kappa\) is also at most \(M\), gives the lower bound. For \(a=0\), \(b=1\) the error is at most \(M/24\).

**Q:** I accept the calculus. My doubt is about the formal version: what does it take an energy to be?

**A:** Four real functions tied together by derivatives.

In Lean 4 with Mathlib:

```lean
import Mathlib

open Set

namespace SlaterTransitionState

/-- On occupations between `a` and `b`, the total energy `E` has derivative `ε` (the orbital
energy), `ε` has derivative `η` (the hardness), and `η` has derivative `κ`. -/
structure EnergyCurve (E ε η κ : ℝ → ℝ) (a b : ℝ) : Prop where
  orbital : ∀ x ∈ Icc a b, HasDerivAt E (ε x) x
  hardness : ∀ x ∈ Icc a b, HasDerivAt ε (η x) x
  third : ∀ x ∈ Icc a b, HasDerivAt η (κ x) x
```

`EnergyCurve E ε η κ a b` says that `ε`, `η` and `κ` are the successive derivatives at every occupation in the closed interval `Icc a b`. Continuity of `κ` is not required. Occupation is dimensionless, so all four functions carry units of energy.

**Q:** Then `ε` is an orbital energy only by name. Where is the Kohn–Sham equation?

**A:** Nowhere. The field `orbital` assumes that the orbital energy is the derivative of the total energy with respect to occupation. In Kohn–Sham theory that identity is Janak's theorem, and here it is an input. The other orbitals may relax as \(f\) changes, provided that the relaxed energy follows one branch that is three times differentiable. A level crossing that puts a jump or a kink in the energy would violate the hypothesis.

**Q:** What about kinks? The exact energy can change slope at integer electron number.

**A:** `HasDerivAt` is a two-sided derivative, even at the endpoints, so a kink there fails the definition as written. If the branch between the integers has one-sided derivatives to third order at its ends, you can continue it outwards by its Taylor polynomials and use the continued curve, because the error involves only values inside the interval. That continuation is my own remark; the file starts from a curve already differentiable at both ends. A kink inside the interval is a real obstruction.

**Q:** And \(M\)?

**A:** It is assumed. Physically it limits how fast the hardness changes as the orbital fills, for instance because the orbital's shape and the screening by the other electrons change with its charge. The theorems don't estimate it for any material or functional, and a finite \(M\) isn't guaranteed. In the local density approximation, a single electron in a fixed orbital has an exchange energy proportional to \(f^{4/3}\), whose third derivative diverges as \(f\to0\). The bound then doesn't apply on an interval that starts at zero occupation.

**Q:** Now show me that the formal proof follows your three functions.

**A:** Two preparations come first. An energy curve stays one on a smaller interval, which will matter when the electron is divided into portions:

```lean
/-- An energy curve restricts to any smaller range of occupations. -/
theorem EnergyCurve.mono {E ε η κ : ℝ → ℝ} {a b a' b' : ℝ}
    (hE : EnergyCurve E ε η κ a b) (ha : a ≤ a') (hb : b' ≤ b) :
    EnergyCurve E ε η κ a' b' where
  orbital x hx := hE.orbital x ⟨ha.trans hx.1, hx.2.trans hb⟩
  hardness x hx := hE.hardness x ⟨ha.trans hx.1, hx.2.trans hb⟩
  third x hx := hE.third x ⟨ha.trans hx.1, hx.2.trans hb⟩
```

The second is the step I used three times:

```lean
/-- A quantity that starts at zero and has a nonnegative rate of change stays nonnegative. -/
theorem nonneg_of_rate_nonneg {f f' : ℝ → ℝ} {h : ℝ} (h0 : f 0 = 0)
    (hd : ∀ t ∈ Icc 0 h, HasDerivAt f (f' t) t) (hn : ∀ t ∈ Icc 0 h, 0 ≤ f' t) :
    ∀ t ∈ Icc 0 h, 0 ≤ f t := by
  intro t ht
  have hm : MonotoneOn f (Icc 0 h) := monotoneOn_of_deriv_nonneg (convex_Icc 0 h)
    (fun x hx => (hd x hx).continuousAt.continuousWithinAt)
    (fun x hx => (hd x (interior_subset hx)).differentiableAt.differentiableWithinAt)
    (fun x hx => by
      rw [(hd x (interior_subset hx)).deriv]
      exact hn x (interior_subset hx))
  have h1 := hm ⟨le_rfl, ht.1.trans ht.2⟩ ht ht.1
  linarith
```

Here `f` names a general function, not the occupation. Its nonnegative derivative makes it monotone on the interval, by `monotoneOn_of_deriv_nonneg`. Comparing \(t\) with \(0\), where `f` vanishes, gives the claim.

The one-sided estimate is then the chain above:

```lean
/-- If the third derivative of the energy is at most `M` within `h` of the occupation `c`, the
energy difference exceeds the midpoint estimate `2 h ε(c)` by at most `M h³ / 3`. -/
theorem midpoint_upper {E ε η κ : ℝ → ℝ} {c h M : ℝ}
    (hE : EnergyCurve E ε η κ (c - h) (c + h)) (hh : 0 ≤ h)
    (hκ : ∀ x ∈ Icc (c - h) (c + h), κ x ≤ M) :
    E (c + h) - E (c - h) - 2 * h * ε c ≤ M * h ^ 3 / 3 := by
  have mp : ∀ t ∈ Icc 0 h, c + t ∈ Icc (c - h) (c + h) := fun t ht =>
    ⟨by linarith [ht.1], by linarith [ht.2]⟩
  have mm : ∀ t ∈ Icc 0 h, c - t ∈ Icc (c - h) (c + h) := fun t ht =>
    ⟨by linarith [ht.2], by linarith [ht.1]⟩
  -- the hardness difference grows at most linearly
  have d2 : ∀ t ∈ Icc 0 h, HasDerivAt (fun s => 2 * M * s - (η (c + s) - η (c - s)))
      (2 * M - (κ (c + t) + κ (c - t))) t := fun t ht =>
    (((hasDerivAt_id' t).const_mul (2 * M)).fun_sub
      (((hE.third _ (mp t ht)).comp_const_add c t).fun_sub
        ((hE.third _ (mm t ht)).comp_const_sub c t))).congr_deriv (by ring)
  have p2 : ∀ t ∈ Icc 0 h, 0 ≤ 2 * M * t - (η (c + t) - η (c - t)) :=
    nonneg_of_rate_nonneg (by simp only [add_zero, sub_zero]; ring) d2
      (fun t ht => by linarith [hκ _ (mp t ht), hκ _ (mm t ht)])
  -- so `ε (c + t) + ε (c - t)` exceeds `2 ε(c)` by at most `M t²`
  have d1 : ∀ t ∈ Icc 0 h,
      HasDerivAt (fun s => M * (s * s) - (ε (c + s) + ε (c - s) - 2 * ε c))
      (2 * M * t - (η (c + t) - η (c - t))) t := fun t ht =>
    ((((hasDerivAt_id' t).fun_mul (hasDerivAt_id' t)).const_mul M).fun_sub
      ((((hE.hardness _ (mp t ht)).comp_const_add c t).fun_add
        ((hE.hardness _ (mm t ht)).comp_const_sub c t)).sub_const (2 * ε c))).congr_deriv
      (by ring)
  have p1 : ∀ t ∈ Icc 0 h, 0 ≤ M * (t * t) - (ε (c + t) + ε (c - t) - 2 * ε c) :=
    nonneg_of_rate_nonneg (by simp only [add_zero, sub_zero]; ring) d1 p2
  -- and `E (c + t) - E (c - t)` exceeds `2 t ε(c)` by at most `M t³ / 3`
  have d0 : ∀ t ∈ Icc 0 h,
      HasDerivAt (fun s => M / 3 * (s * s * s) - (E (c + s) - E (c - s) - s * (2 * ε c)))
      (M * (t * t) - (ε (c + t) + ε (c - t) - 2 * ε c)) t := fun t ht =>
    (((((hasDerivAt_id' t).fun_mul (hasDerivAt_id' t)).fun_mul
      (hasDerivAt_id' t)).const_mul (M / 3)).fun_sub
      ((((hE.orbital _ (mp t ht)).comp_const_add c t).fun_sub
        ((hE.orbital _ (mm t ht)).comp_const_sub c t)).fun_sub
        ((hasDerivAt_id' t).mul_const (2 * ε c)))).congr_deriv (by ring)
  have p0 : ∀ t ∈ Icc 0 h,
      0 ≤ M / 3 * (t * t * t) - (E (c + t) - E (c - t) - t * (2 * ε c)) :=
    nonneg_of_rate_nonneg (by simp only [add_zero, sub_zero]; ring) d0 p1
  have := p0 h ⟨hh, le_rfl⟩
  linarith
```

The facts `d2`, `d1` and `d0` compute the derivatives of \(g_2\), \(g_1\) and \(g_0\). In them `comp_const_add` and `comp_const_sub` are the chain rule for \(c+t\) and \(c-t\), the latter supplying the minus sign. The facts `p2`, `p1` and `p0` are the three nonnegativity statements, each feeding the next. Only the upper bound `κ x ≤ M` is needed here.

**Q:** So the absolute value enters afterwards?

**A:** Yes, through the sign change.

```lean
/-- For a change of occupation from `a` to `b`, the orbital energy at the middle occupation times `b
- a` gives the energy difference with error at most `M (b - a)³ / 24`, where `M` bounds the
magnitude of the third derivative of the energy. -/
theorem transition_state_error {E ε η κ : ℝ → ℝ} {a b M : ℝ}
    (hE : EnergyCurve E ε η κ a b) (hab : a ≤ b) (hκ : ∀ x ∈ Icc a b, |κ x| ≤ M) :
    |E b - E a - (b - a) * ε ((a + b) / 2)| ≤ M * (b - a) ^ 3 / 24 := by
  have e1 : (a + b) / 2 - (b - a) / 2 = a := by ring
  have e2 : (a + b) / 2 + (b - a) / 2 = b := by ring
  have hneg : EnergyCurve (fun x => -E x) (fun x => -ε x) (fun x => -η x)
      (fun x => -κ x) a b :=
    ⟨fun x hx => (hE.orbital x hx).fun_neg, fun x hx => (hE.hardness x hx).fun_neg,
      fun x hx => (hE.third x hx).fun_neg⟩
  -- the one-sided bound for the energy and for its negative
  have up := midpoint_upper (c := (a + b) / 2) (h := (b - a) / 2) (M := M)
    (by rw [e1, e2]; exact hE) (by linarith)
    (by rw [e1, e2]; exact fun x hx => (abs_le.1 (hκ x hx)).2)
  have lo := midpoint_upper (c := (a + b) / 2) (h := (b - a) / 2) (M := M)
    (by rw [e1, e2]; exact hneg) (by linarith)
    (by rw [e1, e2]; exact fun x hx => by linarith [(abs_le.1 (hκ x hx)).1])
  simp only [e1, e2] at up lo
  exact abs_le.2 ⟨by linarith, by linarith⟩
```

The hypothesis `hab` requires \(a\le b\), as in the derivation. For a decrease in occupation, exchange the endpoints: only the sign inside the absolute value changes. In the proof, `hneg` says that the negated functions form an energy curve. `up` is the estimate for \(E\), `lo` the one for \(-E\), and `abs_le.2` joins them. The equalities `e1` and `e2` translate midpoint and half-width back into \(a\) and \(b\).

Setting \(a=0\) and \(b=1\) gives Slater's case:

```lean
/-- Slater's transition state: the orbital energy at half occupation gives the energy of adding one
electron with error at most `M / 24`, where `M` bounds the magnitude of the third derivative of the
energy. -/
theorem slater_transition_state {E ε η κ : ℝ → ℝ} {M : ℝ}
    (hE : EnergyCurve E ε η κ 0 1) (hκ : ∀ x ∈ Icc (0 : ℝ) 1, |κ x| ≤ M) :
    |E 1 - E 0 - ε (1 / 2)| ≤ M / 24 := by
  simpa using transition_state_error hE zero_le_one hκ
```

In words: if the third derivative has magnitude at most \(M\) from empty to full, the half-occupation orbital energy differs from \(E(1)-E(0)\) by at most \(M/24\). For electron removal both quantities change sign and the bound is the same.

**Q:** What does that tell me about a calculation I might run?

**A:** For a one-parameter energy curve satisfying these hypotheses, it bounds the gap between a half-occupation eigenvalue and the difference of two total energies computed with the same functional. It doesn't bound the distance to experiment, since the functional's own error sits in both numbers.

**Q:** If \(M/24\) is too large, can I use more occupations?

**A:** Add the electron in \(N\) equal portions, with \(N\ge1\). Portion \(j\), for \(j=0,\dots,N-1\), runs from \(j/N\) to \((j+1)/N\) and has its midpoint at \((j+\tfrac12)/N\). Its width is \(1/N\), so the interval bound gives an error of at most \(M/(24N^3)\). The energy differences telescope to \(E(1)-E(0)\), and adding \(N\) errors gives

\[
\left|E(1)-E(0)-\frac1N\sum_{j=0}^{N-1}\varepsilon\!\left(\frac{j+1/2}{N}\right)\right|\le\frac{M}{24N^2}.
\]

```lean
/-- If the electron is added in `N` equal portions, the mean of the orbital energies at the middle
of each portion gives the energy difference with error at most `M / (24 N²)`, where `M` bounds the
magnitude of the third derivative of the energy. -/
theorem multi_transition_state {E ε η κ : ℝ → ℝ} {M : ℝ} {N : ℕ} (hN : 0 < N)
    (hE : EnergyCurve E ε η κ 0 1) (hκ : ∀ x ∈ Icc (0 : ℝ) 1, |κ x| ≤ M) :
    |E 1 - E 0 - 1 / (N : ℝ) * ∑ j ∈ Finset.range N, ε (((j : ℝ) + 1 / 2) / N)|
      ≤ M / (24 * (N : ℝ) ^ 2) := by
  have hp : (0 : ℝ) < N := Nat.cast_pos.2 hN
  have hne : (N : ℝ) ≠ 0 := hp.ne'
  -- the error of a single portion
  have step : ∀ j ∈ Finset.range N,
      |E (((j + 1 : ℕ) : ℝ) / N) - E ((j : ℝ) / N) - 1 / (N : ℝ) * ε (((j : ℝ) + 1 / 2) / N)|
        ≤ M / (24 * (N : ℝ) ^ 3) := by
    intro j hj
    have hj' : (j : ℝ) + 1 ≤ N := by
      exact_mod_cast Nat.succ_le_of_lt (Finset.mem_range.1 hj)
    have h0 : 0 ≤ (j : ℝ) / N := by positivity
    have h1 : ((j : ℝ) + 1) / N ≤ 1 := (div_le_one hp).2 hj'
    have w : ((j : ℝ) + 1) / N - (j : ℝ) / N = 1 / N := by ring
    have m : ((j : ℝ) / N + ((j : ℝ) + 1) / N) / 2 = ((j : ℝ) + 1 / 2) / N := by ring
    have r : M * (1 / (N : ℝ)) ^ 3 / 24 = M / (24 * (N : ℝ) ^ 3) := by ring
    have hw : 0 < 1 / (N : ℝ) := by positivity
    have h := transition_state_error (hE.mono h0 h1) (by linarith)
      (fun x hx => hκ x ⟨h0.trans hx.1, hx.2.trans h1⟩)
    rw [w, m, r] at h
    rw [Nat.cast_add, Nat.cast_one]
    exact h
  -- the energy differences of the portions telescope
  have tele := Finset.sum_range_sub (fun j : ℕ => E ((j : ℝ) / N)) N
  simp only [div_self hne, Nat.cast_zero, zero_div] at tele
  rw [← tele, Finset.mul_sum, ← Finset.sum_sub_distrib]
  calc _ ≤ _ := Finset.abs_sum_le_sum_abs _ _
    _ ≤ ∑ _j ∈ Finset.range N, M / (24 * (N : ℝ) ^ 3) := Finset.sum_le_sum step
    _ = M / (24 * (N : ℝ) ^ 2) := by
      rw [Finset.sum_const, Finset.card_range, nsmul_eq_mul]
      field_simp
```

`step` is the error of one portion, obtained from `transition_state_error` on the restricted curve `hE.mono h0 h1`. `tele` is the telescoping sum, and `Finset.abs_sum_le_sum_abs` is the triangle inequality. With \(N=1\) you recover the previous bound.

**Q:** Could a cleverer proof improve \(1/24\) for the single half-occupation point?

**A:** Not for all energy curves at once. Take \(\alpha=\beta=0\) and \(\gamma=1\) in the opening example. Then \(E(f)=f^3\), \(\kappa=6\), and the error is \(1-\tfrac34=\tfrac14=\tfrac6{24}\).

```lean
/-- The cubic energy `E(f) = f³` is an energy curve with third derivative `6`, and its
transition-state error is exactly `6 / 24`. -/
theorem cubic_attains_bound :
    EnergyCurve (fun x => x ^ 3) (fun x => 3 * x ^ 2) (fun x => 6 * x) (fun _ => 6) 0 1 ∧
      (1 : ℝ) ^ 3 - 0 ^ 3 - 3 * (1 / 2) ^ 2 = 6 / 24 := by
  refine ⟨⟨fun x _ => ?_, fun x _ => ?_, fun x _ => ?_⟩, by norm_num⟩
  · exact (hasDerivAt_pow 3 x).congr_deriv (by norm_num)
  · exact ((hasDerivAt_pow 2 x).const_mul 3).congr_deriv (by push_cast; ring)
  · exact ((hasDerivAt_id' x).const_mul 6).congr_deriv (by norm_num)
```

The first half of the statement checks the three derivatives, \(3f^2\), \(6f\) and \(6\); the second half is the arithmetic.

**Q:** But \(f^3\) is hardly a realistic orbital filling.

**A:** The opening calculation answers that: adding any linear and quadratic terms leaves both the error and the third derivative unchanged. You may give the curve whatever initial orbital energy and hardness you like.

The last theorem turns the example into a statement about constants:

```lean
/-- Any constant `C` for which the transition-state error is at most `C M` for every `M` and all
energy curves whose third derivative has magnitude at most `M` is at least `1 / 24`. -/
theorem constant_optimal {C : ℝ}
    (hC : ∀ (E ε η κ : ℝ → ℝ) (M : ℝ), EnergyCurve E ε η κ 0 1 →
      (∀ x ∈ Icc (0 : ℝ) 1, |κ x| ≤ M) → |E 1 - E 0 - ε (1 / 2)| ≤ C * M) :
    1 / 24 ≤ C := by
  have h : |(1 : ℝ) ^ 3 - 0 ^ 3 - 3 * (1 / 2) ^ 2| ≤ C * 6 :=
    hC _ _ _ _ 6 cubic_attains_bound.1 (fun x _ => by norm_num)
  rw [cubic_attains_bound.2, abs_of_pos (by norm_num)] at h
  linarith

end SlaterTransitionState
```

Its hypothesis `hC` supposes that some \(C\) gives an error of at most \(CM\) for every energy curve on \([0,1]\) and every valid \(M\). Applied to the cubic with \(M=6\), it yields \(\tfrac14\le6C\), hence \(C\ge\tfrac1{24}\).

**Q:** So a particular system may do better.

**A:** Certainly. A quadratic energy has \(\kappa=0\), so \(M=0\) is allowed and the transition state is exact. The optimality concerns the bound that uses only \(M\); more information about a particular curve can give a smaller one.

```lean
#print axioms SlaterTransitionState.slater_transition_state
-- 'SlaterTransitionState.slater_transition_state' depends on axioms: [propext, Classical.choice, Quot.sound]
#print axioms SlaterTransitionState.multi_transition_state
-- 'SlaterTransitionState.multi_transition_state' depends on axioms: [propext, Classical.choice, Quot.sound]
#print axioms SlaterTransitionState.constant_optimal
-- 'SlaterTransitionState.constant_optimal' depends on axioms: [propext, Classical.choice, Quot.sound]
```
